# Longitudinal–transverse splitting: eigenvectors, symmetry and the missing limit of $D(q) = aI + b\,qq^T/|q|^2$

## Question

For real $a$, real $b \neq 0$ and a nonzero wavevector $q \in \mathbb{R}^3$, let
$$D(q) = aI + b\,\frac{q q^T}{|q|^2},$$
with $I$ the identity matrix. The claim is that $D(q)$ has eigenvalue $a+b$ along $q$ and $a$ on the plane orthogonal to $q$, that it has no limit as $q \to 0$, and that it commutes with an orthogonal matrix $R$ exactly when $Rq = q$ or $Rq = -q$. I have met this matrix as a model for the optical phonons of a polar cubic crystal near the zone centre, where the longitudinal and transverse modes have different frequencies. How does one state and prove these three facts in Lean 4 with Mathlib, and what exactly does the formal statement then say?

## Answer

### Modelling choices

The dimension does not have to be 3. Components are indexed by a finite type `n` with $d$ elements, vectors are functions `n → ℝ`, and `Fin 3` is the physical case, with the indices $0, 1, 2$ standing for $x, y, z$.

A wavevector is a term of `Wavevector n`, a vector `q.1` together with a proof `q.2` that it is nonzero. The point $q = 0$ is thereby outside the domain of $D$, and Lean's convention for division by zero never enters.

The matrix is `dyn a b q`. The outer product $qq^T$, with entries $q_i q_j$, is `vecMulVec q.1 q.1`, and the squared length is the dot product `q.1 ⬝ᵥ q.1`. The dot product is used because Mathlib's norm on `n → ℝ` is the maximum norm and not the Euclidean one. The code keeps $q$ unnormalised. With the unit vector $\hat q = q/|q|$ the definition reads $D(q) = aI + b\,\hat q\hat q^T$.

Orthogonality of $R$ is the hypothesis `Rᵀ * R = 1`. It admits proper rotations, reflections and the inversion $-I$.

The approach $q \to 0$ is the filter `zoneCentre n`, the neighbourhoods of the zero vector pulled back to nonzero vectors. Vectors and matrices carry the topology of entrywise convergence. Convergence of $D$ to a matrix $L$ along this filter means that for every $\varepsilon > 0$ there is a $\delta > 0$ such that all entries of $D(q) - L$ are smaller than $\varepsilon$ in absolute value whenever $0 < |q| < \delta$.

In the phonon reading, $D(q)$ acts on the mass-weighted relative displacement of two sublattices, and its eigenvalues are squared frequencies: $a = \omega_T^2$ for the transverse modes and $a + b = \omega_L^2$ for the longitudinal mode. For this isotropic model with constant $a$ and $b$, the matrix has no limit as $q \to 0$ when $b \neq 0$ and $d \geq 2$, while it is constant along each ray from the origin, as shown below. A zone-centre matrix is therefore obtained once a direction of approach has been chosen, and it depends on that direction. How far a real crystal shows this behaviour is not derived here.

### Derivation by hand

Write $N = q\cdot q > 0$, and for a vector $v$ write $s = q\cdot v$.

*Action on a vector.* Since $(qq^T v)_i = \sum_j q_i q_j v_j = s\,q_i$,
$$D(q)v = a v + \frac{b s}{N}\, q. \tag{1}$$

*Eigenvectors.* Let $v \neq 0$ and $D(q)v = \mu v$ with $\mu$ real. If $s = 0$, equation (1) gives $(\mu - a)v = 0$, so $\mu = a$. If $s \neq 0$, take the dot product of the eigenvalue equation with $q$:
$$a s + \frac{bs}{N}N = \mu s,$$
and dividing by $s$ gives $\mu = a + b$. Putting this back, $av + (bs/N)q = (a+b)v$, so $b v = b\,(s/N)\,q$, and since $b \neq 0$, $v = (s/N)\,q$. Conversely, if $v = cq$ for a real $c$, then $s = cN$ and (1) gives $acq + bcq = (a+b)v$. If $s = 0$, (1) gives $av$.

*Covariance.* An orthogonal $R$ preserves dot products: $(Ru)\cdot(Rv) = u^TR^TRv = u\cdot v$ for all vectors $u, v$. In particular $Rq \ne 0$. Applying (1) with wavevector $Rq$ to the vector $Rv$,
$$D(Rq)\,Rv = aRv + \frac{b\,(Rq\cdot Rv)}{Rq\cdot Rq}\,Rq = R\Big(av + \frac{bs}{N}q\Big) = R\,D(q)\,v.$$
This holds for all $v$, so $D(Rq)R = RD(q)$. For a square matrix $R^TR = I$ implies $RR^T = I$, and multiplying on the right by $R^T$ gives
$$D(Rq) = R\,D(q)\,R^T. \tag{2}$$

*The matrix determines the line of $q$.* Suppose $D(q) = D(q')$ for nonzero $q, q'$. The vector $q'$ is an eigenvector of $D(q')$ with eigenvalue $a+b$, hence also of $D(q)$. By the classification above, either $q'$ is a multiple of $q$, or $a + b = a$, which $b \neq 0$ excludes. Conversely, if $q' = cq$, then $c \neq 0$, and the second term of (1) for $q'$ is $\dfrac{b\,cs}{c^2N}\,cq = \dfrac{bs}{N}\,q$. Therefore
$$D(q) = D(q') \iff q' = cq \text{ for some real } c. \tag{3}$$

*Commutation.* Suppose $RD(q) = D(q)R$. Then (2) gives $D(Rq) = D(q)RR^T = D(q)$, and (3) gives $Rq = cq$. Length preservation gives $c^2N = N$, so $c = \pm 1$. Conversely, if $Rq = \pm q$, then (3) gives $D(Rq) = D(q)$, and $D(Rq)R = RD(q)$ becomes $D(q)R = RD(q)$.

*No limit.* Let $d \geq 2$ and suppose $D(q) \to L$ as $q \to 0$. Fix any nonzero $q$ and set $u_k = q/(k+1)$ for $k = 0, 1, 2, \dots$ These vectors are nonzero and tend to $0$, so $D(u_k) \to L$. By (3) the sequence $D(u_k)$ is constant and equal to $D(q)$, so $L = D(q)$ for every $q$. Take two different indices $i \neq j$ and the coordinate unit vectors $e_i$, $e_j$. Then $D(e_i) = L = D(e_j)$, so $e_j = c\,e_i$ by (3), and the $j$-th component of this equation reads $1 = 0$.

*A fourfold axis.* The rotation $C_4$ by a quarter turn about $z$ sends $(q_0, q_1, q_2)$ to $(-q_1, q_0, q_2)$, and multiplying out shows $C_4^TC_4 = I$. The equation $C_4q = q$ requires $-q_1 = q_0$ and $q_0 = q_1$, and $C_4q = -q$ requires $q_1 = q_0$ and $q_0 = -q_1$. Either pair forces $q_0 = q_1 = 0$. Conversely $q_0 = q_1 = 0$ gives $C_4q = q$. So $C_4$ commutes with $D(q)$ exactly when $q$ lies on the $z$ axis.

### The file

```lean
import Mathlib

open Matrix Filter Topology

namespace LongitudinalTransverseSplitting

noncomputable section

/-- A phonon wavevector away from the zone centre: a nonzero real vector. -/
abbrev Wavevector (n : Type*) := {q : n → ℝ // q ≠ 0}

/-- The approach `q → 0` through nonzero wavevectors. -/
def zoneCentre (n : Type*) : Filter (Wavevector n) := comap Subtype.val (𝓝 0)

/-- The fourfold rotation about the z axis. -/
def c4z : Matrix (Fin 3) (Fin 3) ℝ := !![0, -1, 0; 1, 0, 0; 0, 0, 1]

variable {n : Type*} [Fintype n] [DecidableEq n]

/-- The dynamical matrix `D(q) = a I + b q qᵀ / |q|²`. -/
def dyn (a b : ℝ) (q : Wavevector n) : Matrix n n ℝ :=
  a • (1 : Matrix n n ℝ) + (b / (q.1 ⬝ᵥ q.1)) • vecMulVec q.1 q.1

omit [DecidableEq n] in
/-- A nonzero wavevector has positive squared length. -/
theorem dot_self_pos (q : Wavevector n) : 0 < q.1 ⬝ᵥ q.1 :=
  lt_of_le_of_ne (Finset.sum_nonneg fun _ _ => mul_self_nonneg _)
    (fun h => q.2 (dotProduct_self_eq_zero.mp h.symm))

/-- An orthogonal matrix preserves scalar products. -/
theorem dot_orthogonal {R : Matrix n n ℝ} (hR : Rᵀ * R = 1) (u v : n → ℝ) :
    (R *ᵥ u) ⬝ᵥ (R *ᵥ v) = u ⬝ᵥ v := by
  rw [dotProduct_mulVec, ← vecMul_transpose, vecMul_vecMul, hR, vecMul_one]

/-- Action on a displacement: `D(q) v = a v + b (q·v)/|q|² q`. -/
theorem dyn_mulVec (a b : ℝ) (q : Wavevector n) (v : n → ℝ) :
    dyn a b q *ᵥ v = a • v + (b * (q.1 ⬝ᵥ v) / (q.1 ⬝ᵥ q.1)) • q.1 := by
  have h : vecMulVec q.1 q.1 *ᵥ v = (q.1 ⬝ᵥ v) • q.1 := by
    ext i
    simp only [mulVec, dotProduct, vecMulVec_apply, Pi.smul_apply, smul_eq_mul,
      Finset.sum_mul]
    exact Finset.sum_congr rfl fun j _ => by ring
  rw [dyn, add_mulVec, smul_mulVec, smul_mulVec, one_mulVec, h, smul_smul,
    div_mul_eq_mul_div]

/-- For `b ≠ 0`, a nonzero `v` is an eigenvector of `D(q)` with eigenvalue `μ` exactly when
`μ = a + b` and `v` is along `q`, or `μ = a` and `v` is orthogonal to `q`. -/
theorem dyn_eigen_iff (a : ℝ) {b : ℝ} (hb : b ≠ 0) (q : Wavevector n) {v : n → ℝ}
    (hv : v ≠ 0) (μ : ℝ) :
    dyn a b q *ᵥ v = μ • v ↔
      (μ = a + b ∧ ∃ c : ℝ, v = c • q.1) ∨ (μ = a ∧ q.1 ⬝ᵥ v = 0) := by
  have hN := (dot_self_pos q).ne'
  rw [dyn_mulVec]
  constructor
  · intro h
    by_cases hs : q.1 ⬝ᵥ v = 0
    · right
      refine ⟨?_, hs⟩
      rw [hs, mul_zero, zero_div, zero_smul, add_zero] at h
      have h0 : (μ - a) • v = 0 := by rw [sub_smul, ← h, sub_self]
      exact sub_eq_zero.mp ((smul_eq_zero.mp h0).resolve_right hv)
    · left
      -- project the eigenvalue equation on q
      have h1 := congrArg (fun w => q.1 ⬝ᵥ w) h
      simp only [dotProduct_add, dotProduct_smul, smul_eq_mul] at h1
      rw [div_mul_cancel₀ _ hN] at h1
      have hμ : μ = a + b := mul_right_cancel₀ hs (by linear_combination -h1)
      refine ⟨hμ, (q.1 ⬝ᵥ v) / (q.1 ⬝ᵥ q.1), ?_⟩
      ext i
      have hi := congrFun h i
      simp only [Pi.add_apply, Pi.smul_apply, smul_eq_mul] at hi ⊢
      rw [hμ] at hi
      apply mul_left_cancel₀ hb
      linear_combination -hi
  · rintro (⟨hμ, c, hc⟩ | ⟨hμ, hs⟩)
    · rw [hμ, hc, dotProduct_smul, smul_eq_mul, ← mul_assoc, mul_div_assoc, div_self hN,
        mul_one]
      module
    · rw [hμ, hs, mul_zero, zero_div, zero_smul, add_zero]

/-- Covariance: if `q' = R q` with `R` orthogonal, then `D(q') = R D(q) Rᵀ`. -/
theorem dyn_covariant (a b : ℝ) {R : Matrix n n ℝ} (hR : Rᵀ * R = 1)
    {q q' : Wavevector n} (h : q'.1 = R *ᵥ q.1) :
    dyn a b q' = R * dyn a b q * Rᵀ := by
  have hint : dyn a b q' * R = R * dyn a b q := by
    refine Matrix.toLin'.injective (LinearMap.ext fun v => ?_)
    simp only [toLin'_apply]
    rw [← mulVec_mulVec, ← mulVec_mulVec, dyn_mulVec, dyn_mulVec, h, dot_orthogonal hR,
      dot_orthogonal hR, mulVec_add, mulVec_smul, mulVec_smul]
  rw [← hint, mul_assoc, mul_eq_one_comm.mp hR, mul_one]

/-- For `b ≠ 0`, two wavevectors have the same dynamical matrix exactly when they are
parallel. -/
theorem dyn_eq_iff (a : ℝ) {b : ℝ} (hb : b ≠ 0) (q q' : Wavevector n) :
    dyn a b q = dyn a b q' ↔ ∃ c : ℝ, q'.1 = c • q.1 := by
  constructor
  · intro h
    -- q' is the longitudinal eigenvector of D(q'), hence of D(q)
    have h1 : dyn a b q' *ᵥ q'.1 = (a + b) • q'.1 :=
      (dyn_eigen_iff a hb q' q'.2 (a + b)).mpr (Or.inl ⟨rfl, 1, (one_smul _ _).symm⟩)
    rw [← h] at h1
    rcases (dyn_eigen_iff a hb q q'.2 (a + b)).mp h1 with h2 | h2
    · exact h2.2
    · exact absurd (by linarith [h2.1]) hb
  · rintro ⟨c, hc⟩
    have hN := (dot_self_pos q).ne'
    have hc0 : c ≠ 0 := fun h0 => q'.2 (by rw [hc, h0, zero_smul])
    refine Matrix.toLin'.injective (LinearMap.ext fun v => ?_)
    simp only [toLin'_apply]
    rw [dyn_mulVec, dyn_mulVec, hc]
    simp only [smul_dotProduct, dotProduct_smul, smul_eq_mul, smul_smul]
    congr 2
    field_simp

/-- For `b ≠ 0`, an orthogonal matrix `R` commutes with `D(q)` exactly when `R q = q` or
`R q = -q`. -/
theorem dyn_commute_iff (a : ℝ) {b : ℝ} (hb : b ≠ 0) {R : Matrix n n ℝ} (hR : Rᵀ * R = 1)
    (q : Wavevector n) :
    R * dyn a b q = dyn a b q * R ↔ R *ᵥ q.1 = q.1 ∨ R *ᵥ q.1 = -q.1 := by
  have hN := (dot_self_pos q).ne'
  have hlen := dot_orthogonal hR q.1 q.1
  have hne : R *ᵥ q.1 ≠ 0 := fun h0 => hN (by rw [← hlen, h0, dotProduct_zero])
  obtain ⟨q', hq'⟩ : ∃ q' : Wavevector n, q'.1 = R *ᵥ q.1 := ⟨⟨_, hne⟩, rfl⟩
  have hcov := dyn_covariant a b hR hq'
  constructor
  · intro h
    -- commutation means D(Rq) = D(q), so Rq = c q
    have heq : dyn a b q = dyn a b q' := by
      rw [hcov, h, mul_assoc, mul_eq_one_comm.mp hR, mul_one]
    obtain ⟨c, hc⟩ := (dyn_eq_iff a hb q q').mp heq
    rw [hq'] at hc
    -- R preserves length, so c² = 1
    rw [hc] at hlen
    simp only [smul_dotProduct, dotProduct_smul, smul_eq_mul] at hlen
    have hcc : c * c = 1 := mul_right_cancel₀ hN (by linear_combination hlen)
    rcases mul_self_eq_one_iff.mp hcc with h1 | h1
    · left; rw [hc, h1, one_smul]
    · right; rw [hc, h1, neg_smul, one_smul]
  · intro h
    have heq : dyn a b q = dyn a b q' := by
      refine (dyn_eq_iff a hb q q').mpr ?_
      rcases h with h | h
      · exact ⟨1, by rw [hq', h, one_smul]⟩
      · exact ⟨-1, by rw [hq', h, neg_smul, one_smul]⟩
    have hint : dyn a b q' * R = R * dyn a b q := by
      rw [hcov, mul_assoc, hR, mul_one]
    rw [← hint, ← heq]

/-- For `b ≠ 0` and in two or more dimensions, `D(q)` has no limit as `q → 0`. -/
theorem dyn_no_limit [Nontrivial n] (a : ℝ) {b : ℝ} (hb : b ≠ 0) :
    ¬ ∃ L : Matrix n n ℝ, Tendsto (dyn a b) (zoneCentre n) (𝓝 L) := by
  rintro ⟨L, hL⟩
  -- along the ray q / (k + 1) the matrix is constant, so L = D(q) for every q
  have key : ∀ q : Wavevector n, dyn a b q = L := by
    intro q
    have hne : ∀ k : ℕ, (1 / ((k : ℝ) + 1)) • q.1 ≠ 0 :=
      fun k => smul_ne_zero (by positivity) q.2
    let u : ℕ → Wavevector n := fun k => ⟨(1 / ((k : ℝ) + 1)) • q.1, hne k⟩
    have hu : Tendsto u atTop (zoneCentre n) := by
      rw [zoneCentre, tendsto_comap_iff]
      have h0 : Tendsto (fun k : ℕ => 1 / ((k : ℝ) + 1)) atTop (𝓝 0) :=
        tendsto_one_div_add_atTop_nhds_zero_nat
      have h1 := h0.smul_const q.1
      rw [zero_smul] at h1
      exact h1
    have hc : dyn a b ∘ u = fun _ => dyn a b q := funext fun k =>
      ((dyn_eq_iff a hb q (u k)).mpr ⟨1 / ((k : ℝ) + 1), rfl⟩).symm
    have h2 := hL.comp hu
    rw [hc] at h2
    exact tendsto_nhds_unique tendsto_const_nhds h2
  -- two different axes would then be parallel
  obtain ⟨i, j, hij⟩ := exists_pair_ne n
  have hne : ∀ k : n, (Pi.single k 1 : n → ℝ) ≠ 0 :=
    fun k h => by simpa using congrFun h k
  obtain ⟨c, hc⟩ := (dyn_eq_iff a hb ⟨_, hne i⟩ ⟨_, hne j⟩).mp
    ((key _).trans (key _).symm)
  have h1 : (Pi.single j 1 : n → ℝ) j = c * (Pi.single i 1 : n → ℝ) j := congrFun hc j
  simp [hij.symm] at h1

/-- The fourfold rotation about z is orthogonal, and for `b ≠ 0` it commutes with `D(q)`
exactly when `q` lies on the z axis. -/
theorem c4z_witness (a : ℝ) {b : ℝ} (hb : b ≠ 0) (q : Wavevector (Fin 3)) :
    c4zᵀ * c4z = 1 ∧
      (c4z * dyn a b q = dyn a b q * c4z ↔ q.1 0 = 0 ∧ q.1 1 = 0) := by
  have hR : c4zᵀ * c4z = 1 := by
    ext i j
    fin_cases i <;> fin_cases j <;> simp [c4z, Matrix.mul_apply, Fin.sum_univ_succ]
  have hv : c4z *ᵥ q.1 = ![-q.1 1, q.1 0, q.1 2] := by
    ext i
    fin_cases i <;> simp [c4z, mulVec, dotProduct, Fin.sum_univ_succ]
  refine ⟨hR, ?_⟩
  rw [dyn_commute_iff a hb hR, hv]
  constructor
  · rintro (h | h)
    · have h0 : -q.1 1 = q.1 0 := congrFun h 0
      have h1 : q.1 0 = q.1 1 := congrFun h 1
      constructor <;> linarith
    · have h0 : -q.1 1 = -q.1 0 := congrFun h 0
      have h1 : q.1 0 = -q.1 1 := congrFun h 1
      constructor <;> linarith
  · rintro ⟨h0, h1⟩
    left
    ext i
    fin_cases i <;> simp [h0, h1]

end

end LongitudinalTransverseSplitting
```

```lean
#print axioms LongitudinalTransverseSplitting.dyn_commute_iff
#print axioms LongitudinalTransverseSplitting.dyn_no_limit
```

```
'LongitudinalTransverseSplitting.dyn_commute_iff' depends on axioms: [propext, Classical.choice, Quot.sound]
'LongitudinalTransverseSplitting.dyn_no_limit' depends on axioms: [propext, Classical.choice, Quot.sound]
```

### Remarks

**The theorems in words.** `dyn_eigen_iff` says that for $b \ne 0$, a nonzero real vector $v$ and a real number $\mu$, the equation $D(q)v = \mu v$ holds if and only if either $\mu = a+b$ and $v$ is a multiple of $q$, or $\mu = a$ and $q\cdot v = 0$. Being an equivalence, it both exhibits the eigenvectors and excludes any other real eigenpair. It describes the two eigenspaces as sets and does not state their dimensions. The transverse eigenspace is a plane for $d = 3$ and a line for $d = 2$. For $d = 1$ no nonzero $v$ is orthogonal to $q$, and only the first alternative occurs.

`dyn_covariant` is equation (2), for any $a$ and $b$, including $b = 0$. It is phrased with a second wavevector `q'` and the hypothesis `q'.1 = R *ᵥ q.1`, so that the statement needs no embedded proof that $Rq$ is nonzero. `dyn_eq_iff` is (3), and `dyn_commute_iff` is the commutation criterion. `dyn_no_limit` says that no matrix $L$ is the limit of `dyn a b` along `zoneCentre n`. Its assumption `[Nontrivial n]` means $d \geq 2$ and is needed, because for $d = 1$ the matrix is the constant $a + b$. `c4z_witness` states both the orthogonality of `c4z` and the criterion `q.1 0 = 0 ∧ q.1 1 = 0`.

**How the proofs follow the derivation.** `dot_self_pos` gives $N > 0$, `dot_orthogonal` the preservation of dot products, and `dyn_mulVec` equation (1). The later proofs use the matrix only through (1) and its consequences.

In `dyn_eigen_iff`, `by_cases hs` is the split on $s = 0$. In the first branch `h0` is $(\mu - a)v = 0$. In the second, `congrArg (fun w => q.1 ⬝ᵥ w) h` takes the dot product with $q$, `mul_right_cancel₀ hs` divides by $s$, the witness supplied for $c$ is $s/N$, and `mul_left_cancel₀ hb` divides each component by $b$.

`dyn_covariant` and the reverse direction of `dyn_eq_iff` prove an equality of matrices by comparing their action on an arbitrary vector, which is the role of `Matrix.toLin'.injective`. In `dyn_covariant`, `hint` is $D(Rq)R = RD(q)$, and `mul_eq_one_comm.mp hR` supplies $RR^T = I$. In `dyn_eq_iff`, the forward direction applies `dyn_eigen_iff` twice, first to build the eigenvalue equation for $q'$ and then to take it apart for $D(q)$. In the reverse direction `field_simp` cancels $c^2$.

`dyn_commute_iff` packages $Rq$ as a wavevector `q'` using `hne`. In the forward direction `heq` is $D(q) = D(Rq)$, `hcc` is $c^2 = 1$, and `mul_self_eq_one_iff` splits the two signs.

In `dyn_no_limit`, `key` is the statement $D(q) = L$ for all $q$. Within it `u` is the sequence $u_k$, `hu` shows that it tends to the zone centre, `hc` that $D$ is constant along it, and `tendsto_nhds_unique` identifies the two limits. The vectors `Pi.single k 1` are the $e_k$, and `h1` is the $j$-th component of $e_j = c\,e_i$. In `c4z_witness`, `hv` computes $C_4q$ and `linarith` solves the two pairs of linear equations.

**A numerical instance.** The arithmetic below was done on paper and not run through Lean. Take $a = 16$, $b = 9$ and $q = (1, 2, 2)$, so that $N = 9$ and $b/N = 1$:
$$D(q) = 16I + qq^T = \begin{pmatrix} 17 & 2 & 2 \\ 2 & 20 & 4 \\ 2 & 4 & 20 \end{pmatrix}.$$
Then $D(q)\,(1,2,2) = (25, 50, 50)$, so $\hat q = (1,2,2)/3$ has eigenvalue $25 = a + b$. The vectors $(0,1,-1)$ and $(4,-1,-1)$ are orthogonal to $q$ and to each other, and they map to $(0,16,-16)$ and $(64,-16,-16)$. The normalised transverse polarisations $(0,1,-1)/\sqrt2$ and $(4,-1,-1)/(3\sqrt2)$ thus have eigenvalue $16$. In the phonon reading $\omega_L = 5$ and $\omega_T = 4$. For a wavevector along $x$ the matrix is $\mathrm{diag}(25,16,16)$ and for one along $z$ it is $\mathrm{diag}(16,16,25)$, however short the wavevector is, so the entry $D_{00}$ takes both values $25$ and $16$ arbitrarily close to the origin. The mirror that exchanges components $1$ and $2$ fixes $q = (1,2,2)$, and the matrix above is unchanged under exchange of the rows and columns $1$ and $2$. The rotation $C_4$ sends $q$ to $(-2,1,2) \neq \pm q$, and commutation fails already in one entry: $(C_4D)_{00} = -D_{10} = -2$, while $(DC_4)_{00} = D_{01} = 2$.

**What is not covered.** The form of $D(q)$ is a definition. It is not derived from force constants, effective charges or the long-range dipole field, and nothing relates $a$ and $b$ to dielectric constants. Their signs are free, and the frequencies are real only if $a \geq 0$ and $a + b \geq 0$. Both numbers are independent of $q$, so there is no dispersion, and the coupling of the vibration to light at very small $q$ is absent. The matrix is a single real $d \times d$ block, not the full complex dynamical matrix of a cell with several atoms, and only real eigenvalues and eigenvectors are considered.

There is also no lattice in the model. Covariance holds for every orthogonal $R$, whereas for the dynamical matrix of a crystal, covariance under spatial operations is guaranteed only for those of its space group. The condition $Rq = \pm q$ resembles the definition of the little group of $q$. Apart from admitting every orthogonal $R$, it differs from that definition in two ways. It has no equivalence modulo reciprocal lattice vectors, and it includes the operations that reverse $q$, because $D(-q) = D(q)$ by (3). The missing limit concerns the matrix itself. The eigenvalues $a$ and $a+b$ do not depend on $q$, and what depends on the direction of approach is which polarisation carries which eigenvalue.
